# On an even periodic grid, the squared spectral gradient misses the Laplacian's Nyquist term

Two programs compute the kinetic energy of the same function on the same periodic grid. One squares the spectral gradient, the other applies the spectral Laplacian, and they can disagree. For the function that alternates between $+1$ and $-1$ from point to point, the first finds zero and the second finds the largest kinetic energy that any grid function of the same norm can have. Neither needs to have a bug: with an even number of points and the usual zero derivative at the Nyquist mode, the two operators differ by a matrix that can be written down exactly.

```lean
import Mathlib

open Matrix

noncomputable section

namespace PeriodicSincNyquist

variable {m : ℕ}
```

## Grid, waves and symbols

Take a cell of length $2\pi$ with $N=2m$ points $x_j=2\pi j/N$, where $j=0,\dots,N-1$. The type `Fin (2 * m)` holds these indices.

```lean
/-- The grid point `x_j = 2πj/N` of a periodic cell of length `2π` with `N = 2m` points. -/
def gridPoint (m : ℕ) (j : Fin (2 * m)) : ℝ := 2 * Real.pi * ((j : ℕ) : ℝ) / (2 * m)
```

The plane wave of integer wavenumber $k$, sampled on the grid, is $w_k(j)=e^{ikx_j}$.

```lean
/-- The plane wave `exp(i k x)` sampled on the grid. -/
def wave (m : ℕ) (k : ℤ) (j : Fin (2 * m)) : ℂ :=
  Complex.exp (Complex.I * k * (gridPoint m j : ℂ))
```

Wavenumbers that differ by $N$ give the same samples, so $N$ of them suffice: $-m\le k<m$. The Nyquist mode is $k=-m$.

```lean
/-- The wavenumbers `-m ≤ k < m` of the grid; `k = -m` is the Nyquist mode. -/
def modes (m : ℕ) : Finset ℤ := Finset.Ico (-(m : ℤ)) m
```

A Fourier symbol $\sigma(k)$ defines the matrix

$$(A_\sigma)_{jl}=\frac1N\sum_{k=-m}^{m-1}\sigma(k)\,w_k(j)\,\overline{w_k(l)} .$$

```lean
/-- The grid operator with Fourier symbol `σ`, as a matrix in the point basis. -/
def spectralOp (m : ℕ) (σ : ℤ → ℂ) : Matrix (Fin (2 * m)) (Fin (2 * m)) ℂ :=
  Matrix.of fun j l => (∑ k ∈ modes m, σ k * wave m k j * star (wave m k l)) / (2 * m)
```

The gradient $D$ has symbol $ik$, except at the Nyquist mode. There $k=-m$ and $k=m$ label the same sampled wave but give opposite derivatives; the value zero is their average, and it keeps the derivative of a real function real.

```lean
/-- The spectral gradient `D`: symbol `ik`, set to zero at the Nyquist mode. -/
def gradientOp (m : ℕ) : Matrix (Fin (2 * m)) (Fin (2 * m)) ℂ :=
  spectralOp m fun k => if k = -(m : ℤ) then 0 else Complex.I * k
```

The Laplacian $L$ has no such ambiguity, since $-k^2$ is the same for both labels. It keeps $-m^2$ at the Nyquist mode.

```lean
/-- The spectral Laplacian `L`: symbol `-k²` on all modes, the Nyquist mode included. -/
def laplacianOp (m : ℕ) : Matrix (Fin (2 * m)) (Fin (2 * m)) ℂ :=
  spectralOp m fun k => -(k : ℂ) ^ 2
```

The difference between the operators will act through the alternating sum $S=\sum_j(-1)^jf_j$ of a complex grid function $f$.

```lean
/-- The alternating sum `∑ (-1)^j f_j` of a grid function. -/
def nyquistSum (f : Fin (2 * m) → ℂ) : ℂ := ∑ j : Fin (2 * m), (-1) ^ (j : ℕ) * f j
```

## Symbols multiply

Since $x_j$ is real, $\overline{w_k(j)}=e^{-ikx_j}$.

```lean
/-- Complex conjugation reverses the phase of a sampled plane wave. -/
lemma star_wave (k : ℤ) (j : Fin (2 * m)) :
    star (wave m k j) = Complex.exp (-(Complex.I * k * (gridPoint m j : ℂ))) := by
  rw [wave, Complex.star_def, ← Complex.exp_conj]
  congr 1
  simp only [map_mul, Complex.conj_I, Complex.conj_ofReal, map_intCast]
  ring
```

For two modes $k,q$ of the grid, set $\zeta=e^{i\pi(q-k)/m}$. Then

$$\sum_l\overline{w_k(l)}\,w_q(l)=\sum_{l=0}^{N-1}\zeta^l .$$

If $k=q$, every term is 1 and the sum is $N$. If $k\ne q$, then $\zeta^N=e^{2\pi i(q-k)}=1$. But $\zeta\neq1$, because $\zeta=1$ would require $q-k=2mn$ with $n$ an integer, and $|q-k|<2m$ leaves only $n=0$. From $(\zeta-1)\sum_l\zeta^l=\zeta^N-1=0$ the sum vanishes. The proof excludes positive and negative $n$ separately, then applies `geom_sum_mul`.

```lean
/-- Sampled plane waves of the grid are orthogonal, with squared norm `N = 2m`. -/
theorem wave_orthogonal {k q : ℤ} (hk : k ∈ modes m) (hq : q ∈ modes m) :
    ∑ l, star (wave m k l) * wave m q l = if k = q then (2 * m : ℂ) else 0 := by
  rw [modes, Finset.mem_Ico] at hk hq
  have hm : (m : ℂ) ≠ 0 := by
    have : m ≠ 0 := by omega
    exact_mod_cast this
  obtain ⟨ζ, hζ⟩ : ∃ ζ : ℂ, ζ = Complex.exp (Complex.I * ((q : ℂ) - k) * (Real.pi / m)) :=
    ⟨_, rfl⟩
  have hterm : ∀ l : Fin (2 * m), star (wave m k l) * wave m q l = ζ ^ (l : ℕ) := by
    intro l
    rw [star_wave, wave, hζ, ← Complex.exp_add, ← Complex.exp_nat_mul]
    congr 1
    simp only [gridPoint]
    push_cast
    ring
  rw [Finset.sum_congr rfl (fun l _ => hterm l)]
  by_cases h : k = q
  · have h1 : ζ = 1 := by rw [hζ, h]; simp
    rw [if_pos h, h1]
    simp
  · -- for different modes the sum is geometric, with ratio a nontrivial root of unity
    have hN : ζ ^ (2 * m) = 1 := by
      rw [hζ, ← Complex.exp_nat_mul, Complex.exp_eq_one_iff]
      refine ⟨q - k, ?_⟩
      push_cast
      field_simp
    have h1 : ζ ≠ 1 := by
      intro h1
      rw [hζ, Complex.exp_eq_one_iff] at h1
      obtain ⟨n, hn⟩ := h1
      have hpi : (Real.pi : ℂ) ≠ 0 := by exact_mod_cast Real.pi_ne_zero
      have h3 : (Complex.I * Real.pi) * ((q : ℂ) - k)
          = (Complex.I * Real.pi) * (2 * m * n) := by
        calc (Complex.I * Real.pi) * ((q : ℂ) - k)
            = m * (Complex.I * ((q : ℂ) - k) * (Real.pi / m)) := by field_simp
          _ = _ := by rw [hn]; ring
      have h2 := mul_left_cancel₀ (mul_ne_zero Complex.I_ne_zero hpi) h3
      have h4 : q - k = 2 * m * n := by exact_mod_cast h2
      have hm0 : (0 : ℤ) ≤ m := by positivity
      rcases lt_trichotomy n 0 with h5 | h5 | h5
      · nlinarith [mul_nonneg hm0 (by omega : 0 ≤ -n - 1)]
      · rw [h5] at h4
        apply h
        linarith
      · nlinarith [mul_nonneg hm0 (by omega : 0 ≤ n - 1)]
    have hs : ∑ l : Fin (2 * m), ζ ^ (l : ℕ) = ∑ i ∈ Finset.range (2 * m), ζ ^ i :=
      Fin.sum_univ_eq_sum_range (fun i => ζ ^ i) (2 * m)
    have hg := geom_sum_mul ζ (2 * m)
    rw [hN, sub_self] at hg
    rw [if_neg h, hs]
    exact (mul_eq_zero.mp hg).resolve_right (sub_ne_zero.mpr h1)
```

Each sampled wave is therefore an eigenvector:

$$(A_\sigma w_k)_j=\sum_q\sigma(q)\,w_q(j)\,\frac1N\sum_l\overline{w_q(l)}\,w_k(l)=\sigma(k)\,w_k(j).$$

In Lean, `*ᵥ` applies a matrix to a vector, and `Finset.sum_comm` exchanges the two sums.

```lean
/-- A spectral operator multiplies each plane wave of the grid by its Fourier symbol. -/
theorem spectralOp_mulVec_wave (σ : ℤ → ℂ) {k : ℤ} (hk : k ∈ modes m) :
    spectralOp m σ *ᵥ wave m k = σ k • wave m k := by
  ext j
  have hm : (m : ℂ) ≠ 0 := by
    have : m ≠ 0 := by have := j.isLt; omega
    exact_mod_cast this
  calc (spectralOp m σ *ᵥ wave m k) j
      = ∑ l, (∑ q ∈ modes m, σ q * wave m q j * star (wave m q l)) / (2 * m)
          * wave m k l := rfl
    _ = ∑ q ∈ modes m, σ q * wave m q j / (2 * m)
          * ∑ l, star (wave m q l) * wave m k l := by
        simp_rw [Finset.sum_div, Finset.sum_mul, Finset.mul_sum]
        rw [Finset.sum_comm]
        exact Finset.sum_congr rfl fun q _ => Finset.sum_congr rfl fun l _ => by ring
    _ = ∑ q ∈ modes m, if q = k then σ k * wave m k j else 0 := by
        refine Finset.sum_congr rfl fun q hq => ?_
        rw [wave_orthogonal hq hk]
        split_ifs with h
        · rw [h]; field_simp
        · rw [mul_zero]
    _ = (σ k • wave m k) j := by simp [hk]
```

Inserting this into a matrix product gives

$$(A_\sigma A_\tau)_{jl}=\frac1N\sum_k\tau(k)\,\overline{w_k(l)}\sum_p(A_\sigma)_{jp}\,w_k(p)=\frac1N\sum_k\sigma(k)\tau(k)\,w_k(j)\,\overline{w_k(l)} .$$

```lean
/-- The product of two spectral operators has the product of their symbols as its symbol. -/
theorem spectralOp_mul (σ τ : ℤ → ℂ) :
    spectralOp m σ * spectralOp m τ = spectralOp m (fun k => σ k * τ k) := by
  ext j l
  calc (spectralOp m σ * spectralOp m τ) j l
      = ∑ p, spectralOp m σ j p
          * ((∑ k ∈ modes m, τ k * wave m k p * star (wave m k l)) / (2 * m)) := by
        rw [Matrix.mul_apply]; rfl
    _ = ∑ k ∈ modes m, τ k * star (wave m k l) / (2 * m)
          * ∑ p, spectralOp m σ j p * wave m k p := by
        simp_rw [Finset.sum_div, Finset.mul_sum]
        rw [Finset.sum_comm]
        exact Finset.sum_congr rfl fun q _ => Finset.sum_congr rfl fun l _ => by ring
    _ = ∑ k ∈ modes m, τ k * star (wave m k l) / (2 * m) * (σ k * wave m k j) := by
        refine Finset.sum_congr rfl fun k hk => ?_
        have h : ∑ p, spectralOp m σ j p * wave m k p = σ k * wave m k j :=
          congrFun (spectralOp_mulVec_wave σ hk) j
        rw [h]
    _ = spectralOp m (fun k => σ k * τ k) j l := by
        simp only [spectralOp, Matrix.of_apply, Finset.sum_div]
        exact Finset.sum_congr rfl fun k _ => by ring
```

## The one mode that survives

At the Nyquist mode, $w_{-m}(j)=e^{-im\cdot\pi j/m}=e^{-i\pi j}=(-1)^j$.

```lean
/-- On the grid the Nyquist wave alternates in sign from point to point. -/
lemma wave_nyquist (j : Fin (2 * m)) : wave m (-(m : ℤ)) j = (-1) ^ (j : ℕ) := by
  have hm : (m : ℂ) ≠ 0 := by
    have : m ≠ 0 := by have := j.isLt; omega
    exact_mod_cast this
  have h : Complex.exp (-(Real.pi * Complex.I)) = -1 := by
    rw [Complex.exp_neg, Complex.exp_pi_mul_I]; norm_num
  rw [← h, ← Complex.exp_nat_mul, wave, gridPoint]
  congr 1
  push_cast
  field_simp
```

The sign in the result is $(-1)^{j-l}=(-1)^j(-1)^l$. Subtraction of natural numbers in Lean stops at zero, so with natural-number indices the exponent for $j=0$, $l=1$ would be $0$ and the sign $+1$ instead of $-1$; the statement would still type-check, but it would be false. The indices are therefore converted to integers before they are subtracted.

```lean
/-- The sign `(-1)^(a-b)` is the product of the signs `(-1)^a` and `(-1)^b`. -/
lemma sign_sub (a b : ℕ) : (-1 : ℂ) ^ ((a : ℤ) - (b : ℤ)) = (-1) ^ a * (-1) ^ b := by
  rw [zpow_sub₀ (by norm_num), zpow_natCast, zpow_natCast, div_eq_mul_inv, ← inv_pow,
    show ((-1 : ℂ)⁻¹) = -1 by norm_num]
```

By the product rule, $D^2$ has symbol $(ik)^2=-k^2$ away from the Nyquist mode and $0$ at it. The symbol of $D^2-L$ is thus zero for $|k|<m$ and $0-(-m^2)=m^2$ at $k=-m$, so

$$(D^2-L)_{jl}=\frac{m^2}{N}(-1)^j(-1)^l=\frac{m^2}{N}(-1)^{j-l}.$$

The proof turns on `Finset.sum_eq_single`, which replaces a finite sum by one chosen term. It leaves two obligations: every other term vanishes, and the chosen term would vanish too if its index were missing from the set. The first is the physical content, $(ik)^2+k^2=0$, settled with `Complex.I_sq`. The second is settled by contradiction, because $-m$ is a mode whenever $m>0$, and the existence of a grid point $j$ already forces $m>0$.

```lean
/-- The squared gradient minus the Laplacian has matrix elements `(m²/N) (-1)^(j-l)`,
with `N = 2m`. -/
theorem gradient_sq_sub_laplacian (j l : Fin (2 * m)) :
    (gradientOp m * gradientOp m - laplacianOp m) j l
      = (m : ℂ) ^ 2 / (2 * m) * (-1) ^ (((j : ℕ) : ℤ) - ((l : ℕ) : ℤ)) := by
  have hm : 0 < m := by have := j.isLt; omega
  rw [sign_sub, Matrix.sub_apply, gradientOp, laplacianOp, spectralOp_mul]
  simp only [spectralOp, Matrix.of_apply]
  -- only the Nyquist mode survives in the difference of the symbols
  rw [← sub_div, ← Finset.sum_sub_distrib, Finset.sum_eq_single (-(m : ℤ))]
  · simp only [↓reduceIte, wave_nyquist, star_pow, star_neg, star_one]
    push_cast
    ring
  · intro k _ hk
    simp only [if_neg hk]
    linear_combination ((k : ℂ) ^ 2 * wave m k j * star (wave m k l)) * Complex.I_sq
  · intro h
    exact (h (by simp only [modes, Finset.mem_Ico]; omega)).elim
```

## Which functions notice

Applied to a function, the difference gives

$$((D^2-L)f)_j=\frac{m^2}{N}(-1)^j\sum_l(-1)^lf_l=\frac{m^2}{N}(-1)^jS .$$

```lean
/-- Applied to a grid function, `D² - L` returns the alternating wave times `m²/N` times
the alternating sum of the function. -/
theorem defect_mulVec (f : Fin (2 * m) → ℂ) :
    (gradientOp m * gradientOp m - laplacianOp m) *ᵥ f
      = fun j : Fin (2 * m) => (m : ℂ) ^ 2 / (2 * m) * (-1) ^ (j : ℕ) * nyquistSum f := by
  ext j
  change ∑ l, (gradientOp m * gradientOp m - laplacianOp m) j l * f l = _
  rw [nyquistSum, Finset.mul_sum]
  refine Finset.sum_congr rfl fun l _ => ?_
  rw [gradient_sq_sub_laplacian, sign_sub]
  ring
```

Hence $D(Df)=Lf$ exactly when $S=0$, that is, when $f$ has no Nyquist component. For the forward direction, evaluate at $j=0$ and divide by $m^2/N$. For $m=0$ the grid is empty and both sides hold trivially.

```lean
/-- Applying the gradient twice gives the Laplacian of `f` exactly when the alternating sum
of `f` vanishes. -/
theorem gradient_twice_eq_laplacian_iff (f : Fin (2 * m) → ℂ) :
    gradientOp m *ᵥ (gradientOp m *ᵥ f) = laplacianOp m *ᵥ f ↔ nyquistSum f = 0 := by
  rw [Matrix.mulVec_mulVec, ← sub_eq_zero, ← Matrix.sub_mulVec, defect_mulVec]
  constructor
  · intro h
    rcases Nat.eq_zero_or_pos m with rfl | hm
    · exact Finset.sum_eq_zero fun j _ => absurd j.isLt (by omega)
    · have hm' : (m : ℂ) ≠ 0 := by exact_mod_cast hm.ne'
      have h0 := congrFun h ⟨0, by omega⟩
      simpa [hm'] using h0
  · intro h
    ext j
    simp [h]
```

## The kinetic-energy gap

The symbol of $D$ is purely imaginary or zero, so $\overline{\sigma(k)}=-\sigma(k)$ and

$$\overline{D_{lj}}=\frac1N\sum_k\overline{\sigma(k)}\;\overline{w_k(l)}\,w_k(j)=-D_{jl}.$$

```lean
/-- The spectral gradient is anti-Hermitian. -/
theorem gradientOp_conjTranspose : (gradientOp m)ᴴ = -gradientOp m := by
  ext j l
  rw [Matrix.conjTranspose_apply, Matrix.neg_apply]
  simp only [gradientOp, spectralOp, Matrix.of_apply, Complex.star_def, map_div₀, map_sum,
    map_mul, Complex.conj_conj, map_natCast, map_ofNat]
  rw [← neg_div, ← Finset.sum_neg_distrib]
  congr 1
  refine Finset.sum_congr rfl fun k _ => ?_
  by_cases h : k = -(m : ℤ)
  · simp only [if_pos h, map_zero]
    ring
  · simp only [if_neg h, map_mul, Complex.conj_I, map_intCast]
    ring
```

With $\langle f,g\rangle=\sum_j\overline{f_j}\,g_j$, written `star f ⬝ᵥ g`, this gives

$$\langle Df,Df\rangle=-\langle f,D^2f\rangle=-\langle f,Lf\rangle-\frac{m^2}{N}\sum_j\overline{f_j}(-1)^jS=-\langle f,Lf\rangle-\frac{m^2}{N}|S|^2,$$

because $\sum_j(-1)^j\overline{f_j}=\overline S$. The Lean proof follows the same order: it moves one gradient across the inner product, then substitutes the formula for $D^2f$.

```lean
/-- The gradient form `⟨Df, Df⟩` equals the Laplacian form `-⟨f, Lf⟩` minus `m²/N` times the
squared modulus of the alternating sum of `f`. -/
theorem gradient_energy (f : Fin (2 * m) → ℂ) :
    star (gradientOp m *ᵥ f) ⬝ᵥ (gradientOp m *ᵥ f)
      = -(star f ⬝ᵥ (laplacianOp m *ᵥ f))
        - (m : ℂ) ^ 2 / (2 * m) * (‖nyquistSum f‖ : ℂ) ^ 2 := by
  have h : (gradientOp m * gradientOp m) *ᵥ f = laplacianOp m *ᵥ f
      + fun j : Fin (2 * m) => (m : ℂ) ^ 2 / (2 * m) * (-1) ^ (j : ℕ) * nyquistSum f := by
    rw [← defect_mulVec, Matrix.sub_mulVec]
    abel
  have hS : starRingEnd ℂ (nyquistSum f)
      = ∑ j : Fin (2 * m), (-1) ^ (j : ℕ) * star (f j) := by
    simp [nyquistSum, map_sum]
  have h2 : star f ⬝ᵥ (fun j : Fin (2 * m) =>
        (m : ℂ) ^ 2 / (2 * m) * (-1) ^ (j : ℕ) * nyquistSum f)
      = (m : ℂ) ^ 2 / (2 * m) * (‖nyquistSum f‖ : ℂ) ^ 2 := by
    rw [← Complex.conj_mul', hS, Finset.sum_mul, Finset.mul_sum]
    simp only [dotProduct, Pi.star_apply]
    exact Finset.sum_congr rfl fun j _ => by ring
  -- move one gradient to the other side of the inner product
  rw [Matrix.star_mulVec, gradientOp_conjTranspose, ← Matrix.dotProduct_mulVec,
    Matrix.neg_mulVec, Matrix.mulVec_mulVec, dotProduct_neg, h, dotProduct_add, h2]
  ring

end PeriodicSincNyquist
```

```lean
#print axioms PeriodicSincNyquist.gradient_sq_sub_laplacian
-- 'PeriodicSincNyquist.gradient_sq_sub_laplacian' depends on axioms: [propext, Classical.choice, Quot.sound]
#print axioms PeriodicSincNyquist.gradient_twice_eq_laplacian_iff
-- 'PeriodicSincNyquist.gradient_twice_eq_laplacian_iff' depends on axioms: [propext, Classical.choice, Quot.sound]
#print axioms PeriodicSincNyquist.gradient_energy
-- 'PeriodicSincNyquist.gradient_energy' depends on axioms: [propext, Classical.choice, Quot.sound]
```

The inner product carries no grid weight. For a wavefunction normalised by $\frac{2\pi}{N}\sum_j|f_j|^2=1$, in units where $\hbar$ and the mass are 1, multiplying by $\frac12\cdot\frac{2\pi}{N}$ turns the gap into a kinetic-energy difference of $\frac{\pi}{4}|S|^2$. It reaches $m^2/2$ for the purely alternating function.

For a single particle on this one-dimensional grid, with cell length $2\pi$, this is the exact discrepancy, rounding aside, when a code that uses these two spectral operators switches between the gradient and Laplacian forms of the kinetic energy. The theorems concern these finite matrices with the stated Nyquist values; they do not bound the error of either form against the continuum.
